# For nearest-neighbour momentum and a site-local potential, order \(c^{-2n}\) of the scaled decoupling series reaches at most distance \(2n+1\)

To allocate sparse storage before computing a decoupling operator order by order, it helps to know which entries each order can fill. For a one-electron lattice model with nearest-neighbour momentum and site-local potential, order \(n\) needs only pairs at distance at most \(2n+1\). On a long open chain with one orbital per site, orders 0, 1 and 2 occupy at most 3, 7 and 11 diagonals.

In atomic units and an orthonormal basis, let \(P\) represent \(\sigma\cdot p\), \(V\) the potential and \(c\) the speed of light. If the decoupling operator \(X\) maps the large to the small component of every electron state, the Dirac equation gives
\[ cP+(V-2c^2)X=X(V+cPX), \]
where \(2c^2\) is the gap between the electron and positron thresholds. Setting \(X=Y/c\), \(e=c^{-2}\) and dividing by \(c\),
\[ 2Y=P+e(VY-YV-YPY). \]
With \(Y=\sum_n e^nY_n\), comparing powers of \(e\) gives
\[ Y_0=\tfrac12P,\qquad Y_{n+1}=\tfrac12\Big(VY_n-Y_nV-\sum_{i+j=n}Y_iPY_j\Big). \]
For example, \(Y_1=\tfrac14(VP-PV)-\tfrac18P^3\).

In the code, `ι` labels the orbitals, `d` is their distance, and `HasRange d r A` says that \(A_{ab}=0\) whenever \(d(a,b)>r\). `SolvesDecoupling` is the equation above for a formal power series with complex matrix coefficients. Neither \(P\) nor \(V\) has to be Hermitian, and there is no overlap matrix.

```lean
import Mathlib

open Finset
open PowerSeries (coeff)

namespace DecouplingLocality

noncomputable section

variable {ι : Type*} [Fintype ι] [DecidableEq ι] {d : ι → ι → ℕ}
  {P V : Matrix ι ι ℂ} {Y : PowerSeries (Matrix ι ι ℂ)}

/-- A distance between the sites on which the orbitals sit: it vanishes from an orbital to itself
and obeys the triangle inequality. Different orbitals may share a site. -/
def IsSiteDistance {ι : Type*} (d : ι → ι → ℕ) : Prop :=
  (∀ a, d a a = 0) ∧ ∀ a b c, d a c ≤ d a b + d b c

/-- The operator `A` has range `r`: its matrix elements vanish at distances above `r`. -/
def HasRange {ι : Type*} (d : ι → ι → ℕ) (r : ℕ) (A : Matrix ι ι ℂ) : Prop :=
  ∀ a b, r < d a b → A a b = 0

/-- The scaled decoupling equation `2Y = P + e (VY - YV - YPY)` for a formal power series `Y`
in `e = c⁻²`, which is the variable `PowerSeries.X`. -/
def SolvesDecoupling (P V : Matrix ι ι ℂ) (Y : PowerSeries (Matrix ι ι ℂ)) : Prop :=
  2 * Y = PowerSeries.C P + PowerSeries.X *
    (PowerSeries.C V * Y - Y * PowerSeries.C V - Y * PowerSeries.C P * Y)
```

## Distances obey the triangle inequality

Physically, two successive hops cannot reach farther than their combined length. If \(A\) has range \(r\) and \(B\) range \(s\), each term of \((AB)_{ab}=\sum_cA_{ac}B_{cb}\) with \(d(a,b)>r+s\) has \(d(a,c)>r\) or \(d(c,b)>s\), so it vanishes. `hasRange_mul` makes the same case distinction.

Without the inequality the bound can fail: on a four-site chain with \(V=0\), relabel the end-to-end distance as 4, and \(-P^3/8\) still couples the ends at order 1. The other condition, \(d(a,a)=0\), ensures that a diagonal potential has range zero.

```lean
omit [Fintype ι] in
/-- For a site distance, a diagonal potential has range zero. -/
theorem hasRange_diagonal (hd : IsSiteDistance d) (v : ι → ℂ) :
    HasRange d 0 (Matrix.diagonal v) := by
  intro a b hab
  apply Matrix.diagonal_apply_ne
  rintro rfl
  have := hd.1 a
  omega

omit [DecidableEq ι] in
/-- For a site distance, ranges add when operators are multiplied. -/
theorem hasRange_mul (hd : IsSiteDistance d) {r s : ℕ} {A B : Matrix ι ι ℂ}
    (hA : HasRange d r A) (hB : HasRange d s B) : HasRange d (r + s) (A * B) := by
  intro a b hab
  rw [Matrix.mul_apply]
  refine Finset.sum_eq_zero fun c _ => ?_
  by_cases h : r < d a c
  · rw [hA a c h, zero_mul]
  · have := hd.2 a c b
    rw [hB c b (by omega), mul_zero]
```

## The momentum couples only neighbours

`HasRange d 1 P` describes a nearest-neighbour discretisation of the momentum. By hand it sets the range of \(Y_0\) and adds one step in each \(Y_iPY_j\); in Lean it also gives \(P^k\) range \(k\). If \(P\) reaches distance 2, so does \(Y_0=P/2\), and the bound fails at once.

```lean
/-- The `k`-th power of a nearest-neighbour operator has range `k`. -/
theorem hasRange_pow (hd : IsSiteDistance d) (hP : HasRange d 1 P) (k : ℕ) :
    HasRange d k (P ^ k) := by
  induction k with
  | zero =>
    rw [pow_zero, ← Matrix.diagonal_one]
    exact hasRange_diagonal hd _
  | succ k ih =>
    rw [pow_succ]
    exact hasRange_mul hd ih hP
```

## The series solves the equation order by order

`solvesDecoupling_iff` is the comparison of powers of \(e\), and the inductions in `coeff_hasRange` and `coeff_edge` start from it.

The hypothesis concerns the expansion, not its sum at fixed \(c\). For \(V=0\) and sufficiently small nonzero \(e\) the series converges, and on a finite open chain with central-difference momentum and an even number of sites its sum couples even the ends; this convergence is an analytic remark that the formal-series theorems leave aside.

```lean
/-- The decoupling equation holds exactly when its coefficients obey the order-by-order
recursion in `e`. -/
theorem solvesDecoupling_iff : SolvesDecoupling P V Y ↔
    coeff 0 Y = (1 / 2 : ℂ) • P ∧ ∀ n, coeff (n + 1) Y = (1 / 2 : ℂ) •
      (V * coeff n Y - coeff n Y * V -
        ∑ p ∈ antidiagonal n, coeff p.1 Y * P * coeff p.2 Y) := by
  have half : ∀ A B : Matrix ι ι ℂ, A + A = B ↔ A = (1 / 2 : ℂ) • B := by
    intro A B
    constructor
    · rintro rfl
      module
    · rintro rfl
      module
  have e0 : coeff 0 (PowerSeries.C P + PowerSeries.X *
      (PowerSeries.C V * Y - Y * PowerSeries.C V - Y * PowerSeries.C P * Y)) = P := by
    simp
  have e1 : ∀ n, coeff (n + 1) (PowerSeries.C P + PowerSeries.X *
      (PowerSeries.C V * Y - Y * PowerSeries.C V - Y * PowerSeries.C P * Y)) =
      V * coeff n Y - coeff n Y * V -
        ∑ p ∈ antidiagonal n, coeff p.1 Y * P * coeff p.2 Y := by
    intro n
    rw [map_add, PowerSeries.coeff_succ_X_mul, map_sub, map_sub, PowerSeries.coeff_C_mul,
      PowerSeries.coeff_mul_C, PowerSeries.coeff_mul]
    simp [PowerSeries.coeff_mul_C]
  unfold SolvesDecoupling
  rw [PowerSeries.ext_iff]
  constructor
  · intro h
    refine ⟨?_, fun n => ?_⟩
    · have h0 := h 0
      rw [two_mul, map_add, e0] at h0
      exact (half _ _).1 h0
    · have h1 := h (n + 1)
      rw [two_mul, map_add, e1] at h1
      exact (half _ _).1 h1
  · rintro ⟨h0, h1⟩ n
    rw [two_mul, map_add]
    cases n with
    | zero => rw [e0]; exact (half _ _).2 h0
    | succ n => rw [e1]; exact (half _ _).2 (h1 n)
```

## The potential acts within a site

`HasRange d 0 V` allows diagonal potentials and also blocks mixing orbitals on one site, such as spin components. By hand, \(VY_n\) and \(Y_nV\) then keep the range \(2n+1\), while \(Y_iPY_j\) with \(i+j=n\) has range
\[ (2i+1)+1+(2j+1)=2(n+1)+1. \]
Strong induction gives the bound. In `coeff_hasRange`, `hl` and `hr` are the two potential terms and `hs` the products. A truncated sum inherits the largest range.

```lean
/-- For a nearest-neighbour `P` and a site-local `V`, the coefficient of `e ^ n` in a solution of
the decoupling equation vanishes between sites farther apart than `2n + 1`. -/
theorem coeff_hasRange (hd : IsSiteDistance d) (hP : HasRange d 1 P) (hV : HasRange d 0 V)
    (hY : SolvesDecoupling P V Y) (n : ℕ) : HasRange d (2 * n + 1) (coeff n Y) := by
  obtain ⟨h0, h1⟩ := solvesDecoupling_iff.1 hY
  induction n using Nat.strong_induction_on with
  | _ n ih =>
    cases n with
    | zero =>
      intro a b hab
      rw [h0, Matrix.smul_apply, hP a b (by omega), smul_zero]
    | succ n =>
      intro a b hab
      -- each product `Y_i P Y_j` with `i + j = n` reaches at most `2n + 3`
      have hs : ∀ p ∈ antidiagonal n, (coeff p.1 Y * P * coeff p.2 Y) a b = 0 := by
        intro p hp
        have hp' := mem_antidiagonal.1 hp
        exact hasRange_mul hd (hasRange_mul hd (ih p.1 (by omega)) hP)
          (ih p.2 (by omega)) a b (by omega)
      have hl := hasRange_mul hd hV (ih n (by omega)) a b (by omega)
      have hr := hasRange_mul hd (ih n (by omega)) hV a b (by omega)
      rw [h1, Matrix.smul_apply, Matrix.sub_apply, Matrix.sub_apply, Matrix.sum_apply,
        hl, hr, Finset.sum_eq_zero hs, sub_zero, sub_zero, smul_zero]

/-- For a nearest-neighbour `P` and a site-local `V`, the decoupling operator truncated after
order `e ^ n` has range `2n + 1`. -/
theorem truncation_hasRange (hd : IsSiteDistance d) (hP : HasRange d 1 P)
    (hV : HasRange d 0 V) (hY : SolvesDecoupling P V Y) (e : ℂ) (n : ℕ) :
    HasRange d (2 * n + 1) (∑ k ∈ range (n + 1), e ^ k • coeff k Y) := by
  intro a b hab
  rw [Matrix.sum_apply]
  refine Finset.sum_eq_zero fun k hk => ?_
  have hk' := mem_range.1 hk
  rw [Matrix.smul_apply, coeff_hasRange hd hP hV hY k a b (by omega), smul_zero]
```

The same argument gives a neighbouring result: the bound survives if \(V\) has range 2, since \(2+(2n+1)=2(n+1)+1\). Range 3 can break it, because \(VP-PV\) may then reach distance 4 in \(Y_1\).

Site locality also removes the potential from the outermost entries. Write \(Y_i=y_iP^{2i+1}+R_i\), with \(R_i\) of range \(2i\). Beyond distance \(2n+2\), the potential terms and all products containing a remainder vanish, leaving
\[ y_0=\tfrac12,\qquad y_{n+1}=-\tfrac12\sum_{i+j=n}y_iy_j. \]
The Catalan recursion \(C_0=1\), \(C_{n+1}=\sum_{i+j=n}C_iC_j\) gives \(y_n=(-1)^nC_n/2^{2n+1}\), which is `edgeCoeff n`. In `coeff_edge`, `key` splits off the products containing a remainder, and `z1` and `z2` show that these vanish at the distance considered.

```lean
/-- The number `(-1)^n Cat_n / 2^(2n+1)`, with `Cat_n` the Catalan numbers. -/
def edgeCoeff (n : ℕ) : ℂ := (-1) ^ n * (catalan n : ℂ) / 2 ^ (2 * n + 1)

/-- The numbers `edgeCoeff` obey the scalar form of the decoupling recursion without potential. -/
theorem edgeCoeff_succ (n : ℕ) : edgeCoeff (n + 1) =
    -(1 / 2) * ∑ p ∈ antidiagonal n, edgeCoeff p.1 * edgeCoeff p.2 := by
  unfold edgeCoeff
  rw [catalan_succ']
  push_cast
  rw [Finset.mul_sum, Finset.sum_div, Finset.mul_sum]
  refine Finset.sum_congr rfl ?_
  rintro ⟨i, j⟩ hp
  have h : i + j = n := by simpa using hp
  subst h
  have e1 : (2 : ℂ) ^ (2 * (i + j + 1) + 1) = 2 * 2 ^ (2 * i + 1) * 2 ^ (2 * j + 1) := by ring
  have e2 : (-1 : ℂ) ^ (i + j + 1) = -((-1) ^ i * (-1) ^ j) := by ring
  rw [e1, e2]
  ring

/-- For a nearest-neighbour `P` and a site-local `V`, the coefficient of `e ^ n` in a solution of
the decoupling equation equals `edgeCoeff n • P ^ (2n + 1)` up to an operator of range `2n`. -/
theorem coeff_edge (hd : IsSiteDistance d) (hP : HasRange d 1 P) (hV : HasRange d 0 V)
    (hY : SolvesDecoupling P V Y) (n : ℕ) :
    HasRange d (2 * n) (coeff n Y - edgeCoeff n • P ^ (2 * n + 1)) := by
  obtain ⟨h0, h1⟩ := solvesDecoupling_iff.1 hY
  have hR := coeff_hasRange hd hP hV hY
  induction n using Nat.strong_induction_on with
  | _ n ih =>
    cases n with
    | zero =>
      intro a b _
      rw [h0]
      simp [edgeCoeff]
    | succ n =>
      intro a b hab
      -- at this distance only the leading parts of `Y_i` and `Y_j` contribute
      have hs : ∀ p ∈ antidiagonal n, (coeff p.1 Y * P * coeff p.2 Y) a b =
          edgeCoeff p.1 * edgeCoeff p.2 * (P ^ (2 * (n + 1) + 1)) a b := by
        intro p hp
        have hp' := mem_antidiagonal.1 hp
        have hpow : P ^ (2 * (n + 1) + 1) = P ^ (2 * p.1 + 1) * P * P ^ (2 * p.2 + 1) := by
          rw [← pow_succ, ← pow_add]
          congr 1
          omega
        have key : coeff p.1 Y * P * coeff p.2 Y -
            (edgeCoeff p.1 * edgeCoeff p.2) • P ^ (2 * (n + 1) + 1) =
            (coeff p.1 Y - edgeCoeff p.1 • P ^ (2 * p.1 + 1)) * P * coeff p.2 Y +
            edgeCoeff p.1 • (P ^ (2 * p.1 + 1) * P *
              (coeff p.2 Y - edgeCoeff p.2 • P ^ (2 * p.2 + 1))) := by
          rw [hpow]
          simp only [sub_mul, mul_sub, smul_mul_assoc, mul_smul_comm]
          module
        have z1 := hasRange_mul hd (hasRange_mul hd (ih p.1 (by omega)) hP)
          (hR p.2) a b (by omega)
        have z2 := hasRange_mul hd (hasRange_mul hd (hasRange_pow hd hP (2 * p.1 + 1)) hP)
          (ih p.2 (by omega)) a b (by omega)
        have e := congrFun (congrFun key a) b
        rw [Matrix.add_apply, z1, Matrix.smul_apply, z2, Matrix.sub_apply,
          Matrix.smul_apply, smul_eq_mul, smul_zero] at e
        linear_combination e
      have hl := hasRange_mul hd hV (hR n) a b (by omega)
      have hr := hasRange_mul hd (hR n) hV a b (by omega)
      rw [h1 n]
      simp only [Matrix.sub_apply, Matrix.smul_apply, Matrix.sum_apply, smul_eq_mul]
      rw [hl, hr, Finset.sum_congr rfl hs, ← Finset.sum_mul, edgeCoeff_succ]
      ring
```

For \(V=0\) the remainders can be taken as zero, and the leading terms alone solve the equation.

```lean
/-- Without potential, the series with coefficients `edgeCoeff n • P ^ (2n + 1)` solves the
decoupling equation. -/
theorem solvesDecoupling_witness (P : Matrix ι ι ℂ) :
    SolvesDecoupling P 0 (PowerSeries.mk fun n => edgeCoeff n • P ^ (2 * n + 1)) := by
  rw [solvesDecoupling_iff]
  simp only [PowerSeries.coeff_mk]
  refine ⟨by simp [edgeCoeff], fun n => ?_⟩
  have hs : ∀ p ∈ antidiagonal n,
      (edgeCoeff p.1 • P ^ (2 * p.1 + 1)) * P * (edgeCoeff p.2 • P ^ (2 * p.2 + 1)) =
      (edgeCoeff p.1 * edgeCoeff p.2) • P ^ (2 * (n + 1) + 1) := by
    intro p hp
    have hp' := mem_antidiagonal.1 hp
    have hpow : P ^ (2 * (n + 1) + 1) = P ^ (2 * p.1 + 1) * P * P ^ (2 * p.2 + 1) := by
      rw [← pow_succ, ← pow_add]
      congr 1
      omega
    rw [hpow]
    simp only [smul_mul_assoc, mul_smul_comm]
    module
  rw [Finset.sum_congr rfl hs, ← Finset.sum_smul, edgeCoeff_succ, zero_mul, mul_zero]
  module
```

## An open chain attains the bound

Take central-difference momentum with hopping elements \(\mp i\) on \(2n+2\) sites. Only one path of \(2n+1\) hops joins the ends, so
\[ (Y_n)_{0,2n+1}=y_n(-i)^{2n+1}=-\,\frac{i\,C_n}{2^{2n+1}}\neq0 \]
for every site-local \(V\). In `chain_sharp`, `hpow` follows this path by induction, `coeff_edge` supplies the prefactor, and `hc` shows that \(C_n\neq0\). Thus \(2n+1\) cannot be lowered in general.

```lean
/-- The distance `|a - b|` on an open chain of `N` sites. -/
def chainDist (N : ℕ) (a b : Fin N) : ℕ := (((a : ℕ) : ℤ) - ((b : ℕ) : ℤ)).natAbs

/-- The central-difference momentum on an open chain, in units where its hopping elements
are `-i` and `i`. -/
def chainMomentum (N : ℕ) : Matrix (Fin N) (Fin N) ℂ :=
  Matrix.of fun a b => if (b : ℕ) = a + 1 then -Complex.I
    else if (a : ℕ) = b + 1 then Complex.I else 0

/-- On an open chain of `2n + 2` sites with the lattice momentum as `P` and any site-local `V`, the
coefficient of `e ^ n` in a solution of the decoupling equation couples the two ends, which are
`2n + 1` apart. -/
theorem chain_sharp (n : ℕ) {V : Matrix (Fin (2 * n + 1 + 1)) (Fin (2 * n + 1 + 1)) ℂ}
    {Y : PowerSeries (Matrix (Fin (2 * n + 1 + 1)) (Fin (2 * n + 1 + 1)) ℂ)}
    (hV : HasRange (chainDist _) 0 V) (hY : SolvesDecoupling (chainMomentum _) V Y) :
    coeff n Y 0 (Fin.last (2 * n + 1)) ≠ 0 := by
  have hd : IsSiteDistance (chainDist (2 * n + 1 + 1)) :=
    ⟨fun a => by simp [chainDist], fun a b c => by unfold chainDist; omega⟩
  have hP : HasRange (chainDist _) 1 (chainMomentum (2 * n + 1 + 1)) := by
    intro a b hab
    unfold chainDist at hab
    simp only [chainMomentum, Matrix.of_apply]
    rw [if_neg (by omega), if_neg (by omega)]
  have hz : ((0 : Fin (2 * n + 1 + 1)) : ℕ) = 0 := by simp
  -- a single path of `k` hops leads from the left end to site `k`
  have hpow : ∀ k, ∀ b : Fin (2 * n + 1 + 1), (b : ℕ) = k →
      (chainMomentum (2 * n + 1 + 1) ^ k) 0 b = (-Complex.I) ^ k := by
    intro k
    induction k with
    | zero =>
      intro b hb
      have hb0 : b = 0 := Fin.ext (by omega)
      rw [hb0, pow_zero, pow_zero, Matrix.one_apply_eq]
    | succ k ih =>
      intro b hb
      have hk : k < 2 * n + 1 + 1 := by
        have := b.isLt
        omega
      rw [pow_succ, Matrix.mul_apply, Finset.sum_eq_single (⟨k, hk⟩ : Fin (2 * n + 1 + 1))]
      · rw [ih _ rfl, pow_succ]
        congr 1
        simp [chainMomentum, hb]
      · intro j _ hj
        have hj' : (j : ℕ) ≠ k := fun h => hj (Fin.ext h)
        by_cases h : k < (j : ℕ)
        · rw [hasRange_pow hd hP k 0 j (by unfold chainDist; omega), zero_mul]
        · have hjb : chainMomentum (2 * n + 1 + 1) j b = 0 := by
            simp only [chainMomentum, Matrix.of_apply]
            rw [if_neg (by omega), if_neg (by omega)]
          rw [hjb, mul_zero]
      · intro h
        exact absurd (Finset.mem_univ _) h
  have hlast : ((Fin.last (2 * n + 1)) : ℕ) = 2 * n + 1 := Fin.val_last _
  have h := coeff_edge hd hP hV hY n 0 (Fin.last (2 * n + 1)) (by unfold chainDist; omega)
  rw [Matrix.sub_apply, Matrix.smul_apply, hpow _ _ hlast, sub_eq_zero, smul_eq_mul] at h
  have hc : catalan n ≠ 0 := by
    intro h0
    have hb := succ_mul_catalan_eq_centralBinom n
    rw [h0, mul_zero] at hb
    exact Nat.centralBinom_ne_zero n hb.symm
  rw [h]
  refine mul_ne_zero ?_ (pow_ne_zero _ (neg_ne_zero.2 Complex.I_ne_zero))
  unfold edgeCoeff
  exact div_ne_zero (mul_ne_zero (pow_ne_zero _ (by norm_num)) (Nat.cast_ne_zero.2 hc))
    (pow_ne_zero _ two_ne_zero)

end

end DecouplingLocality
```

```lean
#print axioms DecouplingLocality.truncation_hasRange
#print axioms DecouplingLocality.chain_sharp
```

```
'DecouplingLocality.truncation_hasRange' depends on axioms: [propext, Classical.choice, Quot.sound]
'DecouplingLocality.chain_sharp' depends on axioms: [propext, Classical.choice, Quot.sound]
```
